# Two-Electron Hubbard Dimer with Real Orbitals: the Unrestricted Hartree-Fock Minimum Is \(-2t^2/U\) for \(U>0\) and \(0\le 2t\le U\)

**Q:** When I stretch a bond in an unrestricted Hartree-Fock (UHF) calculation, I start from different up and down orbitals, because a symmetric guess can stay in the restricted solution. When does that lower the energy?

**A:** In this two-site model, with hopping \(t\ge0\) and on-site repulsion \(U>0\), the best unrestricted energy lies below the restricted one exactly when \(U>2t\). The gap is then \((U-2t)^2/(2U)\), the difference of the two minima derived below.

In Lean 4 with Mathlib:

```lean
import Mathlib

open Filter Topology

namespace HubbardDimerUHF

noncomputable section
```

**Q:** Is the Hamiltonian really there, or only a convenient polynomial?

**A:** It is there. `hubbard` acts on the amplitude \(\psi(i,j)\) for the up electron on site \(i\) and the down electron on site \(j\). The sites are 0 and 1, so `1 - i` is the other site. Either electron may hop, and equal sites cost \(U\).

```lean
/-- The two-site Hubbard Hamiltonian acting on the amplitude `ψ i j` for the up electron on
site `i` and the down electron on site `j`: hopping `-t` and on-site repulsion `U`. -/
def hubbard (t U : ℝ) (ψ : Fin 2 → Fin 2 → ℝ) : Fin 2 → Fin 2 → ℝ := fun i j =>
  -t * (ψ (1 - i) j + ψ i (1 - j)) + if i = j then U * ψ i j else 0
```

The orbitals \(u\) and \(v\) are real and normalised, and `uhfEnergy` is the expectation value in \(\psi(i,j)=u_iv_j\). The restricted set of energies takes \(v=u\).

```lean
/-- A real normalised orbital on two sites. -/
def IsOrbital (u : Fin 2 → ℝ) : Prop := u 0 ^ 2 + u 1 ^ 2 = 1

/-- The expectation value of the Hubbard Hamiltonian in the product state with the up electron
in orbital `u` and the down electron in orbital `v`. -/
def uhfEnergy (t U : ℝ) (u v : Fin 2 → ℝ) : ℝ :=
  ∑ i, ∑ j, (u i * v j) * hubbard t U (fun k l => u k * v l) i j

/-- The energies reached when the two spins may occupy different orbitals. -/
def uhfEnergies (t U : ℝ) : Set ℝ :=
  {E | ∃ u v, IsOrbital u ∧ IsOrbital v ∧ uhfEnergy t U u v = E}

/-- The energies reached when both spins share one orbital. -/
def rhfEnergies (t U : ℝ) : Set ℝ :=
  {E | ∃ u, IsOrbital u ∧ uhfEnergy t U u u = E}

/-- The bonding orbital, with equal amplitudes on the two sites. -/
def bonding : Fin 2 → ℝ := fun _ => √(1 / 2)
```

**Q:** Then derive the polynomial.

**A:** Hopping of the up electron gives \(-2t\,u_0u_1(v_0^2+v_1^2)\), and the down electron gives the same with \(u\) and \(v\) exchanged. Normalisation removes the brackets:
\[
E=-2t(u_0u_1+v_0v_1)+U(u_0^2v_0^2+u_1^2v_1^2).
\]
The proof expands the sums, then substitutes the two norms.

```lean
/-- For normalised orbitals the energy is the hopping energy of each spin plus `U` times the
probability of finding both electrons on the same site. -/
theorem uhfEnergy_eq (t U : ℝ) {u v : Fin 2 → ℝ} (hu : IsOrbital u) (hv : IsOrbital v) :
    uhfEnergy t U u v = -2 * t * (u 0 * u 1 + v 0 * v 1)
      + U * (u 0 ^ 2 * v 0 ^ 2 + u 1 ^ 2 * v 1 ^ 2) := by
  unfold IsOrbital at hu hv
  have h : uhfEnergy t U u v =
      -2 * t * (u 0 * u 1 * (v 0 ^ 2 + v 1 ^ 2) + v 0 * v 1 * (u 0 ^ 2 + u 1 ^ 2))
      + U * (u 0 ^ 2 * v 0 ^ 2 + u 1 ^ 2 * v 1 ^ 2) := by
    simp [uhfEnergy, hubbard, Fin.sum_univ_two]
    ring
  rw [h, hu, hv]
  ring
```

**Q:** How do you minimise over two coupled orbitals?

**A:** Put \(x=u_0^2\), \(y=v_0^2\), \(p=u_0u_1\), \(q=v_0v_1\). Then \(p^2=x(1-x)\) and \(q^2=y(1-y)\), so the double occupancy is
\[
xy+(1-x)(1-y)=1-x-y+2xy=p^2+q^2+(x+y-1)^2.
\]

```lean
/-- The probability of double occupancy is a sum of squares of the two bond orders and of the
deviation of the charge on the first site from one. -/
theorem double_occupancy {u v : Fin 2 → ℝ} (hu : IsOrbital u) (hv : IsOrbital v) :
    u 0 ^ 2 * v 0 ^ 2 + u 1 ^ 2 * v 1 ^ 2 =
      (u 0 * u 1) ^ 2 + (v 0 * v 1) ^ 2 + (u 0 ^ 2 + v 0 ^ 2 - 1) ^ 2 := by
  unfold IsOrbital at hu hv
  have hb : u 1 ^ 2 = 1 - u 0 ^ 2 := by linarith
  have hd : v 1 ^ 2 = 1 - v 0 ^ 2 := by linarith
  simp only [mul_pow, hb, hd]
  ring
```

Since \(Up^2-2tp=U(p-t/U)^2-t^2/U\), and likewise for \(q\),
\[
E=-\frac{2t^2}{U}+U\left[\left(p-\tfrac tU\right)^2+\left(q-\tfrac tU\right)^2+(x+y-1)^2\right].
\]

```lean
/-- The energy equals `-2t²/U` plus `U` times a sum of three squares. -/
theorem uhfEnergy_sum_sq (t : ℝ) {U : ℝ} (hU : 0 < U) {u v : Fin 2 → ℝ}
    (hu : IsOrbital u) (hv : IsOrbital v) :
    uhfEnergy t U u v = -2 * t ^ 2 / U + U * ((u 0 * u 1 - t / U) ^ 2
      + (v 0 * v 1 - t / U) ^ 2 + (u 0 ^ 2 + v 0 ^ 2 - 1) ^ 2) := by
  rw [uhfEnergy_eq t U hu hv, double_occupancy hu hv]
  have hne : U ≠ 0 := hU.ne'
  field_simp
  ring
```

Equality with \(-2t^2/U\) therefore means that all three squares vanish.

```lean
/-- The energy is `-2t²/U` exactly when each orbital has amplitude product `t/U` and the first
site carries one electron on average. -/
theorem uhfEnergy_eq_min_iff (t : ℝ) {U : ℝ} (hU : 0 < U) {u v : Fin 2 → ℝ}
    (hu : IsOrbital u) (hv : IsOrbital v) :
    uhfEnergy t U u v = -2 * t ^ 2 / U ↔
      u 0 * u 1 = t / U ∧ v 0 * v 1 = t / U ∧ u 0 ^ 2 + v 0 ^ 2 = 1 := by
  have key := uhfEnergy_sum_sq t hU hu hv
  constructor
  · intro h
    have hS := (mul_eq_zero.mp (by linarith : U * ((u 0 * u 1 - t / U) ^ 2
      + (v 0 * v 1 - t / U) ^ 2 + (u 0 ^ 2 + v 0 ^ 2 - 1) ^ 2) = 0)).resolve_left hU.ne'
    -- a vanishing sum of squares forces every square to vanish
    have p1 := sq_nonneg (u 0 * u 1 - t / U)
    have p2 := sq_nonneg (v 0 * v 1 - t / U)
    have p3 := sq_nonneg (u 0 ^ 2 + v 0 ^ 2 - 1)
    have h1 : (u 0 * u 1 - t / U) ^ 2 = 0 := by linarith
    have h2 : (v 0 * v 1 - t / U) ^ 2 = 0 := by linarith
    have h3 : (u 0 ^ 2 + v 0 ^ 2 - 1) ^ 2 = 0 := by linarith
    exact ⟨sub_eq_zero.mp ((pow_eq_zero_iff two_ne_zero).mp h1),
      sub_eq_zero.mp ((pow_eq_zero_iff two_ne_zero).mp h2),
      sub_eq_zero.mp ((pow_eq_zero_iff two_ne_zero).mp h3)⟩
  · rintro ⟨h1, h2, h3⟩
    rw [key, h1, h2, h3]
    ring
```

**Q:** A lower bound need not be reached.

**A:** `IsLeast` demands both the bound and orbitals that attain it. With \(s=t/U\), take \(u=(a,b)\), \(v=(b,a)\) and
\[
a,b=\tfrac12\left(\sqrt{1+2s}\pm\sqrt{1-2s}\right).
\]
Then \(a^2+b^2=1\) and \(ab=s\), which the two `linear_combination` steps check. The second root needs \(2t\le U\). The bound follows from the sum of squares by `positivity`.

```lean
/-- For `t ≥ 0`, `U > 0` and `U ≥ 2t` the unrestricted Hartree-Fock minimum of the Hubbard dimer
over real orbitals is `-2t²/U`. -/
theorem uhf_minimum {t U : ℝ} (ht : 0 ≤ t) (hU : 0 < U) (htU : 2 * t ≤ U) :
    IsLeast (uhfEnergies t U) (-2 * t ^ 2 / U) := by
  constructor
  · have s0 : 0 ≤ t / U := div_nonneg ht hU.le
    have s1 : t / U ≤ 1 / 2 := by
      rw [div_le_iff₀ hU]
      linarith
    have hp : √(1 + 2 * (t / U)) ^ 2 = 1 + 2 * (t / U) := Real.sq_sqrt (by linarith)
    have hq : √(1 - 2 * (t / U)) ^ 2 = 1 - 2 * (t / U) := Real.sq_sqrt (by linarith)
    -- amplitudes for one orbital; the other spin uses them with the sites exchanged
    obtain ⟨a, b, hn, hab⟩ : ∃ a b : ℝ, a ^ 2 + b ^ 2 = 1 ∧ a * b = t / U :=
      ⟨(√(1 + 2 * (t / U)) + √(1 - 2 * (t / U))) / 2,
        (√(1 + 2 * (t / U)) - √(1 - 2 * (t / U))) / 2,
        by linear_combination hp / 2 + hq / 2, by linear_combination hp / 4 - hq / 4⟩
    have hu : IsOrbital ![a, b] := hn
    have hv : IsOrbital ![b, a] := (add_comm (b ^ 2) (a ^ 2)).trans hn
    exact ⟨![a, b], ![b, a], hu, hv,
      (uhfEnergy_eq_min_iff t hU hu hv).mpr ⟨hab, (mul_comm b a).trans hab, hn⟩⟩
  · rintro E ⟨u, v, hu, hv, rfl⟩
    rw [uhfEnergy_sum_sq t hU hu hv]
    exact le_add_of_nonneg_right (by positivity)
```

**Q:** Give me numbers.

**A:** For \(t=3\), \(U=10\), take \(u=(3,1)/\sqrt{10}\) and \(v=(1,3)/\sqrt{10}\). Then \(E=-6(0.6)+10(0.18)=-1.8\), which is \(-2t^2/U\). The restricted minimum is \(5-6=-1\).

**Q:** Do the spins separate?

**A:** At the minimum \(y=1-x\), so \((x-y)^2=(2x-1)^2=1-4p^2=1-(2t/U)^2\). In the example this is \(0.64\).

```lean
/-- In a state of energy `-2t²/U` the squared spin polarisation of the first site is
`1 - (2t/U)²`. -/
theorem spin_polarisation (t : ℝ) {U : ℝ} (hU : 0 < U) {u v : Fin 2 → ℝ}
    (hu : IsOrbital u) (hv : IsOrbital v) (h : uhfEnergy t U u v = -2 * t ^ 2 / U) :
    (u 0 ^ 2 - v 0 ^ 2) ^ 2 = 1 - (2 * t / U) ^ 2 := by
  obtain ⟨h1, -, h3⟩ := (uhfEnergy_eq_min_iff t hU hu hv).mp h
  unfold IsOrbital at hu
  have hb : u 1 ^ 2 = 1 - u 0 ^ 2 := by linarith
  have hc : v 0 ^ 2 = 1 - u 0 ^ 2 := by linarith
  have hs : 2 * t / U = 2 * (u 0 * u 1) := by rw [h1]; ring
  rw [hs, hc, mul_pow, mul_pow, hb]
  ring
```

**Q:** What if I drop \(2t\le U\)?

**A:** The formula fails. At \(t=U=1\) it gives \(-2\), but the minimum is \(-3/2\), reached by the bonding orbital \((1,1)/\sqrt2\) filled twice.

```lean
/-- The bonding orbital is normalised, and filling it with both spins gives the energy
`U/2 - 2t`. -/
theorem bonding_energy (t U : ℝ) :
    IsOrbital bonding ∧ uhfEnergy t U bonding bonding = U / 2 - 2 * t := by
  have hs : √(1 / 2 : ℝ) ^ 2 = 1 / 2 := Real.sq_sqrt (by norm_num)
  have hb : IsOrbital bonding := by
    show √(1 / 2 : ℝ) ^ 2 + √(1 / 2 : ℝ) ^ 2 = 1
    linarith
  refine ⟨hb, ?_⟩
  rw [uhfEnergy_eq t U hb hb]
  simp only [bonding, ← pow_two, hs]
  ring
```

For \(0\le U\le2t\), set \(w=1-2p=(u_0-u_1)^2\) and \(z=1-2q=(v_0-v_1)^2\), both nonnegative. Substitution gives
\[
E-\left(\tfrac U2-2t\right)=\left(t-\tfrac U2\right)(w+z)+\tfrac U4(w^2+z^2)+U(x+y-1)^2\ge0.
\]
The steps `e1` to `e5` supply these terms, up to constant factors.

```lean
/-- For `0 ≤ U ≤ 2t` the unrestricted minimum is `U/2 - 2t`, the energy of the doubly filled bonding
orbital. -/
theorem uhf_minimum_weak {t U : ℝ} (hU : 0 ≤ U) (htU : U ≤ 2 * t) :
    IsLeast (uhfEnergies t U) (U / 2 - 2 * t) := by
  obtain ⟨hb, hE⟩ := bonding_energy t U
  refine ⟨⟨bonding, bonding, hb, hb, hE⟩, ?_⟩
  rintro E ⟨u, v, hu, hv, rfl⟩
  rw [uhfEnergy_eq t U hu hv, double_occupancy hu hv]
  unfold IsOrbital at hu hv
  have hw : 0 ≤ 1 - 2 * (u 0 * u 1) := by nlinarith [sq_nonneg (u 0 - u 1)]
  have hz : 0 ≤ 1 - 2 * (v 0 * v 1) := by nlinarith [sq_nonneg (v 0 - v 1)]
  have k : 0 ≤ t - U / 2 := by linarith
  -- the excess energy is a sum of these nonnegative terms
  have e1 := mul_nonneg k hw
  have e2 := mul_nonneg k hz
  have e3 := mul_nonneg hU (sq_nonneg (1 - 2 * (u 0 * u 1)))
  have e4 := mul_nonneg hU (sq_nonneg (1 - 2 * (v 0 * v 1)))
  have e5 := mul_nonneg hU (sq_nonneg (u 0 ^ 2 + v 0 ^ 2 - 1))
  linarith
```

With a shared orbital the excess is \(2tw+\tfrac U2(2x-1)^2\), nonnegative for all \(t,U\ge0\).

```lean
/-- With one shared orbital the minimum is `U/2 - 2t` for every nonnegative `t` and `U`. -/
theorem rhf_minimum {t U : ℝ} (ht : 0 ≤ t) (hU : 0 ≤ U) :
    IsLeast (rhfEnergies t U) (U / 2 - 2 * t) := by
  obtain ⟨hb, hE⟩ := bonding_energy t U
  refine ⟨⟨bonding, hb, hE⟩, ?_⟩
  rintro E ⟨u, hu, rfl⟩
  rw [uhfEnergy_eq t U hu hu]
  unfold IsOrbital at hu
  have h1 : u 1 ^ 2 = 1 - u 0 ^ 2 := by linarith
  have hw : 0 ≤ 1 - 2 * (u 0 * u 1) := by nlinarith [sq_nonneg (u 0 - u 1)]
  have e1 := mul_nonneg ht hw
  have e2 := mul_nonneg hU (sq_nonneg (2 * u 0 ^ 2 - 1))
  rw [h1]
  linarith
```

**Q:** And where is dissociation?

**A:** It is modelled as \(t\to0^+\) at fixed \(U\): the overlap between sites fades while the repulsion within a site remains. Once \(t\le U/2\), the unrestricted infimum is \(-2t^2/U\), which tends to \(0\), the energy of one electron on each isolated site. The restricted infimum \(U/2-2t\) tends to \(U/2\), since half the weight stays on doubly occupied sites. `filter_upwards` selects the small \(t\), and `csInf_eq` turns each minimum into an infimum.

```lean
/-- As the hopping vanishes at fixed `U > 0`, the unrestricted minimum tends to zero while the
restricted minimum tends to `U/2`. -/
theorem dissociation_limits {U : ℝ} (hU : 0 < U) :
    Tendsto (fun t => sInf (uhfEnergies t U)) (𝓝[≥] 0) (𝓝 0) ∧
      Tendsto (fun t => sInf (rhfEnergies t U)) (𝓝[≥] 0) (𝓝 (U / 2)) := by
  constructor
  · have hc : Continuous (fun t : ℝ => -2 * t ^ 2 / U) := by fun_prop
    have h0 : Tendsto (fun t : ℝ => -2 * t ^ 2 / U) (𝓝[≥] 0) (𝓝 (-2 * (0 : ℝ) ^ 2 / U)) :=
      (hc.tendsto 0).mono_left nhdsWithin_le_nhds
    rw [show -2 * (0 : ℝ) ^ 2 / U = 0 by simp] at h0
    refine h0.congr' ?_
    -- close to the limit the coupling is strong
    filter_upwards [self_mem_nhdsWithin,
      mem_nhdsWithin_of_mem_nhds (Iic_mem_nhds (half_pos hU))] with t ht htU
    have h1 : 0 ≤ t := ht
    have h2 : t ≤ U / 2 := htU
    exact (uhf_minimum h1 hU (by linarith)).csInf_eq.symm
  · have hc : Continuous (fun t : ℝ => U / 2 - 2 * t) := by fun_prop
    have h0 : Tendsto (fun t : ℝ => U / 2 - 2 * t) (𝓝[≥] 0) (𝓝 (U / 2 - 2 * (0 : ℝ))) :=
      (hc.tendsto 0).mono_left nhdsWithin_le_nhds
    rw [show U / 2 - 2 * (0 : ℝ) = U / 2 by ring] at h0
    refine h0.congr' ?_
    filter_upwards [self_mem_nhdsWithin] with t ht
    have h1 : 0 ≤ t := ht
    exact (rhf_minimum h1 hU.le).csInf_eq.symm

end

end HubbardDimerUHF
```

```lean
#print axioms HubbardDimerUHF.uhf_minimum
#print axioms HubbardDimerUHF.spin_polarisation
#print axioms HubbardDimerUHF.uhf_minimum_weak
#print axioms HubbardDimerUHF.dissociation_limits
```

```
'HubbardDimerUHF.uhf_minimum' depends on axioms: [propext, Classical.choice, Quot.sound]
'HubbardDimerUHF.spin_polarisation' depends on axioms: [propext, Classical.choice, Quot.sound]
'HubbardDimerUHF.uhf_minimum_weak' depends on axioms: [propext, Classical.choice, Quot.sound]
'HubbardDimerUHF.dissociation_limits' depends on axioms: [propext, Classical.choice, Quot.sound]
```

**Q:** So what may I conclude about a real molecule?

**A:** Only the mechanism: different orbitals for different spins can remove the spurious ionic energy of a stretched bond, shown here for two equivalent sites with one orbital each and no repulsion between sites. The theorems concern energies and site polarisation; they do not address complex orbitals, the total spin of the broken-symmetry state, or whether a self-consistent iteration finds the minimum.
